# In an orthonormal site basis, the energy variance of a site state is the sum of the squared moduli of its couplings to the other sites

The theorem `local_weights_mean_variance` concerns a finite complex matrix `H`, read as a Hamiltonian in a basis of sites, with an orthonormal basis of eigenvectors and real energies. At a site `i`, each level is weighted by the squared modulus of its eigenvector's amplitude there. The theorem says that these weights sum to one, that the mean energy they give is the diagonal element `H i i`, and that the variance about this mean is the sum of `‖H i j‖ ^ 2` over all sites `j` other than `i`. The proof takes the zeroth, first and second moments from earlier lemmas, writes the variance as the second moment minus the squared mean, and then removes the diagonal term from the sum over row `i`.

This version doesn't compile in Lean 4 with Mathlib:

```lean
import Mathlib

open Matrix

namespace LocalWeightsMeanVariance

noncomputable section

variable {n : Type*} [Fintype n] [DecidableEq n]

/-- The columns of `U` form an orthonormal basis of eigenvectors of `H`, with real
energies `E k`. -/
structure IsEigenbasis (H U : Matrix n n ℂ) (E : n → ℝ) : Prop where
  unitary : U ∈ Matrix.unitaryGroup n ℂ
  eigen : ∀ k, H *ᵥ (fun i => U i k) = (E k : ℂ) • (fun i => U i k)

/-- The local weight of eigenvector `k` on site `i`, the squared modulus of its amplitude. -/
def weight (U : Matrix n n ℂ) (i k : n) : ℝ := ‖U i k‖ ^ 2

/-- The mean energy seen from site `i`, each level counted with its local weight. -/
def localMean (U : Matrix n n ℂ) (E : n → ℝ) (i : n) : ℝ := ∑ k, weight U i k * E k

/-- The weighted mean square deviation of the energies from the local mean at site `i`. -/
def localVariance (U : Matrix n n ℂ) (E : n → ℝ) (i : n) : ℝ :=
  ∑ k, weight U i k * (E k - localMean U E i) ^ 2

variable {H U : Matrix n n ℂ} {E : n → ℝ}

/-- In an orthonormal eigenbasis, each power of `H` is the same power of the energies,
transformed back to the site basis. -/
theorem pow_eq (h : IsEigenbasis H U E) (p : ℕ) :
    H ^ p = U * diagonal (fun k => (E k : ℂ) ^ p) * Uᴴ := by
  -- the eigenvalue equations, collected into one matrix equation
  have h1 : H * U = U * diagonal (fun k => (E k : ℂ)) := by
    ext i k
    rw [Matrix.mul_diagonal]
    calc (H * U) i k = (H *ᵥ fun j => U j k) i := rfl
      _ = (E k : ℂ) * U i k := congrFun (h.eigen k) i
      _ = U i k * (E k : ℂ) := mul_comm _ _
  have hp : H ^ p * U = U * diagonal (fun k => (E k : ℂ) ^ p) := by
    induction p with
    | zero => simp
    | succ p ih =>
      rw [pow_succ, mul_assoc, h1, ← mul_assoc, ih, mul_assoc, Matrix.diagonal_mul_diagonal]
      simp only [pow_succ]
  have hU : U * Uᴴ = 1 := Matrix.mem_unitaryGroup_iff.mp h.unitary
  rw [← hp, mul_assoc, hU, mul_one]

/-- A matrix with an orthonormal eigenbasis and real energies is Hermitian. -/
theorem isHermitian (h : IsEigenbasis H U E) : H.IsHermitian := by
  have h1 := pow_eq h 1
  rw [pow_one] at h1
  have hD : (diagonal (fun k => (E k : ℂ) ^ 1)).IsHermitian := by
    rw [Matrix.IsHermitian, Matrix.diagonal_conjTranspose]
    congr 1
    funext k
    simp
  rw [h1]
  exact Matrix.isHermitian_mul_mul_conjTranspose U hD

/-- For an orthonormal eigenbasis of `H` with real energies, the `p`-th moment of the energies,
weighted locally at site `i`, is the diagonal element of `H ^ p` at that site. -/
theorem local_moment (h : IsEigenbasis H U E) (i : n) (p : ℕ) :
    ((∑ k, weight U i k * E k ^ p : ℝ) : ℂ) = (H ^ p) i i := by
  rw [pow_eq h p, Matrix.mul_apply]
  push_cast
  refine Finset.sum_congr rfl fun k _ => ?_
  have hw : ((weight U i k : ℝ) : ℂ) = U i k * star (U i k) := by
    rw [weight, ← Complex.normSq_eq_norm_sq]
    exact (Complex.mul_conj _).symm
  rw [Matrix.mul_diagonal, Matrix.conjTranspose_apply, hw]
  ring

/-- For an orthonormal eigenbasis of `H` with real energies, the second local moment at site `i` is
the sum of the squared moduli of all matrix elements in row `i`. -/
theorem second_moment (h : IsEigenbasis H U E) (i : n) :
    ∑ k, weight U i k * E k ^ 2 = ∑ j, ‖H i j‖ ^ 2 := by
  apply Complex.ofReal_injective
  rw [local_moment h i 2, pow_two, Matrix.mul_apply, Complex.ofReal_sum]
  refine Finset.sum_congr rfl fun j _ => ?_
  -- the step back from j to i carries the conjugate amplitude
  rw [← (isHermitian h).apply j i, ← Complex.normSq_eq_norm_sq]
  exact Complex.mul_conj _

/-- For an orthonormal eigenbasis of `H` with real energies, the local weights at site `i`
sum to one, their mean energy is `H i i`, and their variance is the sum of the squared
moduli of the couplings of `i` to all other sites. -/
theorem local_weights_mean_variance (h : IsEigenbasis H U E) (i : n) :
    ∑ k, weight U i k = 1 ∧ (localMean U E i : ℂ) = H i i ∧
      localVariance U E i = ∑ j ∈ Finset.univ.erase i, ‖H i j‖ ^ 2 := by
  have h0 : ∑ k, weight U i k = 1 := by
    apply Complex.ofReal_injective
    simpa using local_moment h i 0
  have h1 : (localMean U E i : ℂ) = H i i := by
    simpa [localMean] using local_moment h i 1
  refine ⟨h0, h1, ?_⟩
  -- variance = second moment minus squared mean
  have hv : localVariance U E i
      = ∑ k, weight U i k * E k ^ 2 - 2 * localMean U E i * ∑ k, weight U i k * E k
        + localMean U E i ^ 2 * ∑ k, weight U i k := by
    rw [localVariance, Finset.mul_sum, Finset.mul_sum, ← Finset.sum_sub_distrib,
      ← Finset.sum_add_distrib]
    exact Finset.sum_congr rfl fun k _ => by ring
  have hm : ∑ k, weight U i k * E k = localMean U E i := rfl
  have hd : ‖H i i‖ ^ 2 = localMean U E i ^ 2 := by
    rw [← h1, Complex.norm_real, Real.norm_eq_abs, sq_abs]
  have hs := Finset.add_sum_erase Finset.univ (fun j => ‖H i j‖ ^ 2) (Finset.mem_univ i)
  simp only [] at hs
  rw [hv, hm, h0, second_moment h i]
  linarith

end

end LocalWeightsMeanVariance
```

The compiler's answer:

```
Main.lean:108:2: error: `simp` made no progress

Note: The target expression is not type-correct under the `implicit` transparency level, which may have triggered the failure. This is usually caused by unfolding of semireducible definitions in prior tactic steps. Use `set_option linter.tacticCheckInstances true` to investigate the source of the issue.
Full error:
  function expected
    H i
```

The error is at `simp only [] at hs`, which found nothing to change, and `simp` fails when it makes no progress. With no lemmas given, the call could do little more than tidy the form of `hs`, for instance by applying the function `fun j => ‖H i j‖ ^ 2` to `i`. Lean had already done that when it inferred the type of `hs` from `Finset.add_sum_erase`.

The note adds that `H i` isn't recognised as a function at the `implicit` transparency level, since `H` has type `Matrix n n ℂ` and `Matrix` is not unfolded there. Lean offers this only as a possible cause, and the repair keeps the notation `H i j`.

The repair deletes the `simp` call, and the error goes with it. It also writes out the type of `hs`, so that the equation `linarith` needs, splitting the row sum into its diagonal term and the rest, is stated outright and Lean checks the lemma against it. The changed comment is mere tidying.

Lean accepts the file once it reads:

```diff
@@ -95,5 +95,5 @@
     simpa [localMean] using local_moment h i 1
   refine ⟨h0, h1, ?_⟩
-  -- variance = second moment minus squared mean
+  -- expand the square inside the weighted sum
   have hv : localVariance U E i
       = ∑ k, weight U i k * E k ^ 2 - 2 * localMean U E i * ∑ k, weight U i k * E k
@@ -105,6 +105,6 @@
   have hd : ‖H i i‖ ^ 2 = localMean U E i ^ 2 := by
     rw [← h1, Complex.norm_real, Real.norm_eq_abs, sq_abs]
-  have hs := Finset.add_sum_erase Finset.univ (fun j => ‖H i j‖ ^ 2) (Finset.mem_univ i)
-  simp only [] at hs
+  have hs : ‖H i i‖ ^ 2 + ∑ j ∈ Finset.univ.erase i, ‖H i j‖ ^ 2 = ∑ j, ‖H i j‖ ^ 2 :=
+    Finset.add_sum_erase Finset.univ (fun j => ‖H i j‖ ^ 2) (Finset.mem_univ i)
   rw [hv, hm, h0, second_moment h i]
   linarith
```
